# Critically damped shift control in a noise-free walker model: relaxation to the target with at most one crossing

Q: A run of full configuration interaction quantum Monte Carlo (FCIQMC), which samples a wavefunction with a population of walkers, starts with more walkers than I want. The shift S is lowered, the population N falls, and I would like it to settle at a target Nt instead of swinging about it. You say that critical damping achieves this. For which equations?

A: For a noise-free model in continuous imaginary time t, in units with ħ = 1:

N′ = (S − E) N

S′ = −z N′/N − (z²/4) log(N/Nt)

Here E is the constant energy at which the population is stationary, and z > 0 is the damping parameter, a rate. A constant E represents a walker distribution whose shape has settled, so that only its size still changes. The first term of S′ opposes growth and the second pulls N back to Nt. The coefficient z²/4 is the critical value, at which the two decay rates of the controlled system coincide.

Q: These equations are nonlinear. Do you linearise for small deviations?

A: No, the logarithm makes them linear exactly. Put x = log(N/Nt) and s = S − E. Then x′ = N′/N = s, and

s′ = −z s − (z²/4) x.

Differentiate the combination (s + z x/2) exp(z t/2). The result is the exponential times

s′ + z s/2 + (z/2)(s + z x/2) = s′ + z s + (z²/4) x = 0.

The combination therefore keeps its initial value, u = s(0) + z x(0)/2. It is also the derivative of x exp(z t/2), which must then equal x(0) + u t. Hence

x(t) = (x(0) + u t) exp(−z t/2)

s(t) = (s(0) − (z u/2) t) exp(−z t/2).

For z > 0 the exponential beats the linear factor, so x and s tend to zero: N tends to Nt and S to E.

Q: And the crossings?

A: The exponential never vanishes, so x(t) = 0 means x(0) + u t = 0. If this holds at two different times t₁ and t₂, subtraction gives u (t₁ − t₂) = 0. Then u = 0, so x(0) = 0, and x vanishes always. If x(0) > 0, the root t = −x(0)/u lies in the future when u < 0; when u ≥ 0, the linear factor stays positive at all later times.

Q: Give me numbers.

A: Take z = 2, Nt = 1000, x(0) = 1 and s(0) = −2, in consistent units. The run starts with about 2718 walkers, and u = −1, so

x(t) = (1 − t) exp(−t), s(t) = (t − 2) exp(−t).

The population passes its target at t = 1. It is lowest at t = 2, where x = −exp(−2) ≈ −0.135 and N ≈ 873, and then rises towards 1000 without reaching it again.

Q: What breaks without z > 0?

A: The limits. With z = 0 there is no control at all: S = E and N = 2 Nt, both constant, satisfy the equations, and N never approaches Nt. The closed form for x and the statement about two zeros hold for every real z.

Q: Now show me that the Lean file speaks about this system and not a more convenient one.

A: It works with real numbers and functions of a real time.

```lean
import Mathlib

open Filter Topology

namespace FCIQMCShiftControl
```

The linear system comes first. `HasDerivAt x (s t) t` says that x is differentiable at t with derivative s(t), so differentiability is part of the hypothesis.

```lean
/-- Linear shift control at critical damping: `x` is the logarithmic walker number relative to
its target, `s` its growth rate, and `z` the damping parameter. -/
structure CriticallyDamped (z : ℝ) (x s : ℝ → ℝ) : Prop where
  growth : ∀ t, HasDerivAt x (s t) t
  control : ∀ t, HasDerivAt s (-z * s t - z ^ 2 / 4 * x t) t
```

The walker equations have their own structure, with `N`, `S`, `E` and `Nt` as above.

```lean
/-- Noise-free walker dynamics: the population `N` grows at the rate `S - E`, and the shift `S`
responds to the growth rate of `N` and to its logarithmic deviation from the target `Nt`. -/
structure ShiftControl (z E Nt : ℝ) (N S : ℝ → ℝ) : Prop where
  pos : ∀ t, 0 < N t
  growth : ∀ t, HasDerivAt N ((S t - E) * N t) t
  control : ∀ t, HasDerivAt S
    (-z * (deriv N t / N t) - z ^ 2 / 4 * Real.log (N t / Nt)) t
```

The field `pos` keeps the population positive. The quotient `deriv N t / N t` is the actual logarithmic growth rate, because `growth` supplies the derivative of N. The sign convention is that S above E makes the population grow.

Q: What is assumed here that a simulation would not grant me?

A: A population N that is differentiable in time instead of advancing in discrete steps, continuous updates of the shift, a constant E and no noise. A fluctuating population may cross its target many times. The equations are also imposed at all real times, negative ones included, so the statement about two crossings covers the whole time line.

Q: And what is concluded about N itself?

A: The theorem `ShiftControl.relaxation`, further down, assumes z > 0, Nt > 0 and the walker equations. It concludes four things: N(t) is Nt times the exponential of the closed form for x; N tends to Nt; S tends to E; and if N equals Nt at two different times, it equals Nt at every time. For simulation practice this gives a reference curve for the population transient, within the noise-free model with constant E.

Q: Then take me through the proof. Where does the conserved combination enter?

A: Right after the derivative of the exponential.

```lean
/-- The exponential `exp (c t)` has derivative `c exp (c t)`. -/
lemma hasDerivAt_expo (c t : ℝ) :
    HasDerivAt (fun τ : ℝ => Real.exp (c * τ)) (c * Real.exp (c * t)) t :=
  ((hasDerivAt_id' t).const_mul c).exp.congr_deriv (by ring)
```

In the next theorem, `hd` is the product rule, and `ring` checks the cancellation we did by hand. A function with zero derivative everywhere is constant, so its value at t equals its value at 0.

```lean
/-- The combination `(s + z x / 2) exp (z t / 2)` is conserved in time. -/
theorem CriticallyDamped.amplitude {z : ℝ} {x s : ℝ → ℝ} (h : CriticallyDamped z x s) (t : ℝ) :
    (s t + z / 2 * x t) * Real.exp (z / 2 * t) = s 0 + z / 2 * x 0 := by
  have hd : ∀ τ, HasDerivAt (fun τ => (s τ + z / 2 * x τ) * Real.exp (z / 2 * τ)) 0 τ :=
    fun τ => (((h.control τ).fun_add ((h.growth τ).const_mul (z / 2))).fun_mul
      (hasDerivAt_expo (z / 2) τ)).congr_deriv (by ring)
  have hc := is_const_of_deriv_eq_zero (fun τ => (hd τ).differentiableAt)
    (fun τ => (hd τ).deriv) t 0
  simpa only [mul_zero, Real.exp_zero, mul_one] using hc
```

The closed form uses the same device once more. The function x exp(z t/2) − u t has zero derivative, this time because of `amplitude`. Multiplying by exp(−z t/2) then isolates x.

```lean
/-- The logarithmic walker number is a linear function of time multiplied by
`exp (-z t / 2)`, with coefficients fixed by the initial data. -/
theorem CriticallyDamped.solution {z : ℝ} {x s : ℝ → ℝ} (h : CriticallyDamped z x s) (t : ℝ) :
    x t = (x 0 + (s 0 + z / 2 * x 0) * t) * Real.exp (-(z / 2 * t)) := by
  -- Once the exponential is divided out, the motion is uniform.
  have hd : ∀ τ, HasDerivAt
      (fun τ => x τ * Real.exp (z / 2 * τ) - (s 0 + z / 2 * x 0) * τ) 0 τ :=
    fun τ => (((h.growth τ).fun_mul (hasDerivAt_expo (z / 2) τ)).fun_sub
      ((hasDerivAt_id' τ).const_mul (s 0 + z / 2 * x 0))).congr_deriv
        (by linear_combination h.amplitude τ)
  have hc := is_const_of_deriv_eq_zero (fun τ => (hd τ).differentiableAt)
    (fun τ => (hd τ).deriv) t 0
  simp only [mul_zero, Real.exp_zero, mul_one, sub_zero] at hc
  have he : Real.exp (z / 2 * t) * Real.exp (-(z / 2 * t)) = 1 := by
    rw [← Real.exp_add, add_neg_cancel, Real.exp_zero]
  linear_combination Real.exp (-(z / 2 * t)) * hc - x t * he
```

Q: How is "the exponential beats the linear factor" made precise?

A: With y = z t/2, which tends to infinity because z > 0. Mathlib knows that yⁿ exp(−y) tends to zero, and the cases n = 0 and n = 1 cover the constant and the linear term. The auxiliary statement `lim` combines them for arbitrary coefficients. It is applied once to x and once to the closed form for s.

```lean
/-- For positive damping, the logarithmic walker number and its growth rate both tend to zero. -/
theorem CriticallyDamped.decay {z : ℝ} {x s : ℝ → ℝ} (hz : 0 < z)
    (h : CriticallyDamped z x s) : Tendsto x atTop (𝓝 0) ∧ Tendsto s atTop (𝓝 0) := by
  have hy : Tendsto (fun t : ℝ => z / 2 * t) atTop atTop :=
    Tendsto.const_mul_atTop (half_pos hz) tendsto_id
  -- The exponential beats any linear function of time.
  have lim : ∀ a b : ℝ,
      Tendsto (fun t : ℝ => (a + b * t) * Real.exp (-(z / 2 * t))) atTop (𝓝 0) := by
    intro a b
    have h0 := ((Real.tendsto_pow_mul_exp_neg_atTop_nhds_zero 0).comp hy).const_mul a
    have h1 := ((Real.tendsto_pow_mul_exp_neg_atTop_nhds_zero 1).comp hy).const_mul (2 * b / z)
    have h2 := h0.add h1
    simp only [mul_zero, add_zero] at h2
    refine h2.congr (fun t => ?_)
    have hb : 2 * b / z * (z / 2 * t) = b * t := by field_simp
    simp only [Function.comp_apply, pow_zero, pow_one]
    linear_combination Real.exp (-(z / 2 * t)) * hb
  refine ⟨(lim _ _).congr (fun t => (h.solution t).symm),
    (lim (s 0) (-(z / 2 * (s 0 + z / 2 * x 0)))).congr (fun t => ?_)⟩
  have he : Real.exp (z / 2 * t) * Real.exp (-(z / 2 * t)) = 1 := by
    rw [← Real.exp_add, add_neg_cancel, Real.exp_zero]
  linear_combination -Real.exp (-(z / 2 * t)) * h.amplitude t
    + (s t + z / 2 * x t) * he + z / 2 * h.solution t
```

For two zeros, `key` removes the nonvanishing exponential, `hu` gives u = 0 by subtraction, and `hx` gives x(0) = 0.

```lean
/-- If the logarithmic walker number vanishes at two different times, it vanishes at all times. -/
theorem CriticallyDamped.eq_zero_of_two_zeros {z : ℝ} {x s : ℝ → ℝ}
    (h : CriticallyDamped z x s) {t₁ t₂ : ℝ} (hne : t₁ ≠ t₂) (h₁ : x t₁ = 0) (h₂ : x t₂ = 0)
    (t : ℝ) : x t = 0 := by
  have key : ∀ τ, x τ = 0 → x 0 + (s 0 + z / 2 * x 0) * τ = 0 := fun τ hτ =>
    (mul_eq_zero.mp ((h.solution τ).symm.trans hτ)).resolve_right (Real.exp_ne_zero _)
  have hu : s 0 + z / 2 * x 0 = 0 := by
    have hm : (s 0 + z / 2 * x 0) * (t₁ - t₂) = 0 := by
      linear_combination key t₁ h₁ - key t₂ h₂
    exact (mul_eq_zero.mp hm).resolve_right (sub_ne_zero.mpr hne)
  have hx : x 0 = 0 := by linear_combination key t₁ h₁ - t₁ * hu
  rw [h.solution t, hu, hx]
  ring
```

The criterion for a later crossing has two directions. If a crossing exists, u ≥ 0 would keep the linear factor positive, a contradiction. If u < 0, the proof supplies the time −x(0)/u and checks that it is positive and a zero of x.

```lean
/-- A population that starts above its target reaches the target at a later time exactly when
`s 0 + z x 0 / 2` is negative. -/
theorem CriticallyDamped.crossing_iff {z : ℝ} {x s : ℝ → ℝ} (h : CriticallyDamped z x s)
    (hx : 0 < x 0) : (∃ t, 0 < t ∧ x t = 0) ↔ s 0 + z / 2 * x 0 < 0 := by
  constructor
  · rintro ⟨t, ht, hxt⟩
    have hl := (mul_eq_zero.mp ((h.solution t).symm.trans hxt)).resolve_right
      (Real.exp_ne_zero _)
    by_contra hu
    have hp := mul_nonneg (not_lt.mp hu) ht.le
    linarith
  · intro hu
    have hm : ∀ u a : ℝ, u < 0 → a + u * (-a * u⁻¹) = 0 := fun u a hu => by
      linear_combination (-a) * mul_inv_cancel₀ hu.ne
    refine ⟨-x 0 * (s 0 + z / 2 * x 0)⁻¹,
      mul_pos_of_neg_of_neg (neg_lt_zero.mpr hx) (inv_lt_zero.mpr hu), ?_⟩
    rw [h.solution, hm _ _ hu, zero_mul]
```

Q: So far that is a damped oscillator. Where do the walkers come back?

A: In `linearize`, which despite its name makes no approximation. For Nt > 0, it differentiates log(N/Nt) by the chain rule, and replaces N′/N by S − E in the equation for the shift.

```lean
/-- Under the walker dynamics, `log (N / Nt)` and `S - E` obey the linear critically damped
equations. -/
theorem ShiftControl.linearize {z E Nt : ℝ} {N S : ℝ → ℝ} (hNt : 0 < Nt)
    (h : ShiftControl z E Nt N S) :
    CriticallyDamped z (fun t => Real.log (N t / Nt)) (fun t => S t - E) := by
  refine ⟨fun t => ?_, fun t => ?_⟩
  · have hN := (h.pos t).ne'
    have hT := hNt.ne'
    exact (((h.growth t).div_const Nt).log (div_ne_zero hN hT)).congr_deriv (by field_simp)
  · have e : deriv N t / N t = S t - E := by
      rw [(h.growth t).deriv, mul_div_cancel_right₀ _ (h.pos t).ne']
    exact ((h.control t).sub_const E).congr_deriv (by simp only [e])
```

The main theorem, which assumes z > 0 and Nt > 0, transfers the linear results through N = Nt exp(log(N/Nt)). Continuity of the exponential turns x → 0 into N → Nt, adding E to s gives the limit of S, and N = Nt at some time means x = 0 there.

```lean
/-- Critically damped population control: the walker number has an explicit closed form and tends
to its target, the shift tends to `E`, and the walker number equals its target at two different
times only if it does so always. -/
theorem ShiftControl.relaxation {z E Nt : ℝ} {N S : ℝ → ℝ} (hz : 0 < z) (hNt : 0 < Nt)
    (h : ShiftControl z E Nt N S) :
    (∀ t, N t = Nt * Real.exp ((Real.log (N 0 / Nt)
      + (S 0 - E + z / 2 * Real.log (N 0 / Nt)) * t) * Real.exp (-(z / 2 * t)))) ∧
    Tendsto N atTop (𝓝 Nt) ∧ Tendsto S atTop (𝓝 E) ∧
    (∀ t₁ t₂, t₁ ≠ t₂ → N t₁ = Nt → N t₂ = Nt → ∀ t, N t = Nt) := by
  have hD := h.linearize hNt
  have hN : ∀ t, N t = Nt * Real.exp (Real.log (N t / Nt)) := fun t => by
    rw [Real.exp_log (div_pos (h.pos t) hNt)]
    field_simp
  refine ⟨fun t => (hN t).trans (congrArg (fun y => Nt * Real.exp y) (hD.solution t)),
    ?_, ?_, ?_⟩
  · have hl := ((Real.continuous_exp.tendsto 0).comp (hD.decay hz).1).const_mul Nt
    rw [Real.exp_zero, mul_one] at hl
    exact hl.congr (fun t => (hN t).symm)
  · simpa using (hD.decay hz).2.add_const E
  · intro t₁ t₂ hne h₁ h₂ t
    have hlog : ∀ τ, N τ = Nt → Real.log (N τ / Nt) = 0 := fun τ hτ => by
      rw [hτ, div_self hNt.ne', Real.log_one]
    have h0 : Real.log (N t / Nt) = 0 :=
      hD.eq_zero_of_two_zeros hne (hlog t₁ h₁) (hlog t₂ h₂) t
    rw [hN t, h0, Real.exp_zero, mul_one]
```

Q: A theorem about all solutions would be worthless if there were none.

A: There are solutions, and the file constructs them. First, for any target Nt > 0, every solution of the linear system yields a solution of the walker equations, with N = Nt exp(x) and S = E + s. The proof differentiates this N and simplifies the logarithm and the growth rate back to x and s.

```lean
/-- Every solution of the linear equations gives a solution of the walker dynamics, with
`N = Nt exp x` and `S = E + s`. -/
theorem CriticallyDamped.toShiftControl {z Nt : ℝ} {x s : ℝ → ℝ} (E : ℝ) (hNt : 0 < Nt)
    (h : CriticallyDamped z x s) :
    ShiftControl z E Nt (fun t => Nt * Real.exp (x t)) (fun t => E + s t) := by
  have hN : ∀ t, HasDerivAt (fun t => Nt * Real.exp (x t)) (s t * (Nt * Real.exp (x t))) t :=
    fun t => ((h.growth t).exp.const_mul Nt).congr_deriv (by ring)
  refine ⟨fun t => mul_pos hNt (Real.exp_pos _), fun t => (hN t).congr_deriv (by ring),
    fun t => ?_⟩
  have hl : Real.log (Nt * Real.exp (x t) / Nt) = x t := by
    rw [mul_div_cancel_left₀ _ hNt.ne', Real.log_exp]
  have hg : deriv (fun t => Nt * Real.exp (x t)) t / (Nt * Real.exp (x t)) = s t := by
    rw [(hN t).deriv, mul_div_cancel_right₀ _ (mul_pos hNt (Real.exp_pos _)).ne']
  exact ((h.control t).const_add E).congr_deriv (by simp only [hg, hl])
```

Second, explicit solutions of the linear system are written down for any coefficients a and b, and verified by the product rule. At t = 0 they have x(0) = a and s(0) = b − z a/2. Choosing a = log(N(0)/Nt) and b = S(0) − E + z a/2 therefore matches any positive initial population and any initial shift. Our numerical example is the case z = 2, a = 1, b = −1.

```lean
/-- For any coefficients `a` and `b`, the function `(a + b t) exp (-z t / 2)` and its growth rate
solve the linear critically damped equations. -/
theorem criticallyDamped_witness (z a b : ℝ) :
    CriticallyDamped z (fun t => (a + b * t) * Real.exp (-(z / 2 * t)))
      (fun t => (b - z / 2 * (a + b * t)) * Real.exp (-(z / 2 * t))) := by
  have he : ∀ t, HasDerivAt (fun τ : ℝ => Real.exp (-(z / 2 * τ)))
      (-(z / 2) * Real.exp (-(z / 2 * t))) t := fun t => by
    simpa only [neg_mul] using hasDerivAt_expo (-(z / 2)) t
  have hl : ∀ t, HasDerivAt (fun τ : ℝ => a + b * τ) b t := fun t =>
    (((hasDerivAt_id' t).const_mul b).const_add a).congr_deriv (mul_one b)
  refine ⟨fun t => ((hl t).fun_mul (he t)).congr_deriv ?_,
    fun t => ((((hl t).const_mul (z / 2)).const_sub b).fun_mul (he t)).congr_deriv ?_⟩
  all_goals
    try dsimp only
    ring

end FCIQMCShiftControl
```

```lean
#print axioms FCIQMCShiftControl.CriticallyDamped.crossing_iff
-- 'FCIQMCShiftControl.CriticallyDamped.crossing_iff' depends on axioms: [propext, Classical.choice, Quot.sound]
#print axioms FCIQMCShiftControl.ShiftControl.relaxation
-- 'FCIQMCShiftControl.ShiftControl.relaxation' depends on axioms: [propext, Classical.choice, Quot.sound]
#print axioms FCIQMCShiftControl.CriticallyDamped.toShiftControl
-- 'FCIQMCShiftControl.CriticallyDamped.toShiftControl' depends on axioms: [propext, Classical.choice, Quot.sound]
```
